# The jackknife variance of the median of an ordered, even-sized sample depends on the data only through the two middle observations

Pass a median to a general delete-one jackknife routine and it returns a number that looks like an ordinary error bar. For the four observations −100, 5, 5, 100 that number is exactly zero. For 0, 1, 2, 3 the estimated variance is 3/4, and it stays at 3/4 when the last observation is replaced by 1000. The routine has no bug in either case. A user who reads its output as the uncertainty of the median can nevertheless be misled: the first sample spans 200 units and gets an error bar of zero.

## One gap sets the error bar

Let the sample have even size $n = 2k+2$ with $k \ge 0$, and let it be ordered, with indices starting at zero:

$$x_0 \le x_1 \le \dots \le x_{2k+1}.$$

Write $a = x_k$ and $b = x_{k+1}$ for the two middle observations. Let $\theta_i$ be the median of the $2k+1$ observations that remain when $x_i$ is deleted, and let $\bar\theta$ be the average of the $n$ values $\theta_i$. The jackknife variance is

$$v = \frac{n-1}{n}\sum_{i=0}^{n-1}(\theta_i-\bar\theta)^2 ,$$

and the result is

$$v = \frac{(n-1)(b-a)^2}{4}.$$

The corresponding error bar is $\sqrt{v} = \sqrt{n-1}\,(b-a)/2$. Apart from the sample size, only the central gap enters. The other observations can move freely as long as the order is kept.

## Where an analysis code meets this formula

Resampling routines usually accept an arbitrary estimator as an argument, so nothing stops a script from combining the delete-one jackknife with a median. The median is a natural choice when a few outlying runs would distort a mean, for instance in a set of final energies or first-passage times from repeated simulations. For an even number of scalar observations, deleted one at a time, the identity tells the author of such a script what the reported error bar measures: the distance between two neighbouring data points, scaled by $\sqrt{n-1}/2$.

It has two direct uses. A general jackknife routine can be checked against the closed form, within rounding error, on any sorted sample of even size. A code that has to reproduce the jackknife number can also compute it from the two middle observations, without forming $n$ reduced samples.

Rounded or discretised data deserve particular attention. Ties are then common, and a tie in the middle makes the estimate vanish however wide the rest of the sample is.

## Counting the deletions

Delete $x_i$ and call the remaining observations $y_0,\dots,y_{2k}$, in their old order. Entries before the deleted one keep their index and later ones move down by one:

$$y_j = \begin{cases} x_j & j < i,\\ x_{j+1} & j \ge i.\end{cases}$$

The reduced sample is still ordered, so its median is the central entry $y_k$. Hence

$$\theta_i = \begin{cases} x_k = a & k < i,\\ x_{k+1} = b & i \le k.\end{cases}$$

The indices $i = 0,\dots,k$ give $b$, and there are $k+1$ of them. The indices $i = k+1,\dots,2k+1$ give $a$, and there are again $k+1$. For every function $g$ of a real variable, therefore,

$$\sum_{i=0}^{2k+1} g(\theta_i) = (k+1)\bigl(g(a)+g(b)\bigr).$$

Taking $g(t)=t$ and dividing by $n = 2(k+1)$ gives the average

$$\bar\theta = \frac{(k+1)(a+b)}{2(k+1)} = \frac{a+b}{2}.$$

Taking $g(t) = (t-\bar\theta)^2$ next, both $a$ and $b$ lie at distance $(b-a)/2$ from $\bar\theta$, so

$$\sum_{i=0}^{2k+1} (\theta_i-\bar\theta)^2 = (k+1)\cdot 2\cdot\frac{(b-a)^2}{4} = \frac{n(b-a)^2}{4}.$$

Multiplication by $(n-1)/n$ gives the formula. In the smallest case, $k=0$ and $n=2$, each reduced sample is a single number and $v=(b-a)^2/4$.

The same count handles other order statistics. For an ordered sample of any size $n\ge 2$, let $\theta_i$ be the entry with index $r$ of the reduced sample, where $0\le r\le n-2$. Then $r+1$ deletions give $x_{r+1}$ and the other $n-1-r$ give $x_r$, so the jackknife variance is

$$\frac{(n-1)(r+1)(n-1-r)}{n^2}\,(x_{r+1}-x_r)^2 .$$

A sample quantile defined as a single order statistic thus has the same weakness as the median: one gap decides its error bar. With $n=2k+2$ and $r=k$ the prefactor becomes $(n-1)/4$, as before. The Lean code below treats only the median, not this more general formula.

## Samples and deletions as Lean functions

A sample is a function `x : Fin (2 * k + 1 + 1) → ℝ`, that is, $2k+2$ real numbers indexed from $0$ to $2k+1$. The natural number `k` is arbitrary, so every positive even size occurs.

The median is first defined for odd sizes. `oddMedian` sorts its argument and takes the entry at index $k$, so it is a true median for unsorted input as well. `looMedian x i` applies it to the sample without observation `i`; the map `i.succAbove` is the renumbering $j\mapsto j$ or $j+1$ used above. `lowerMiddle x` and `upperMiddle x` are the entries at positions $k$ and $k+1$, our $a$ and $b$. They are read off by position, with no sorting.

`replicateMean` and `jackknifeVariance` accept any finite family of real numbers, not only medians. They fix two conventions: the prefactor is $(n-1)/n$, and deviations are taken from the average of the replicates, not from the full-sample estimate. No median of the full, even-sized sample is needed, so no rule for splitting the middle pair has to be chosen.

The main theorem, `jackknifeVariance_median`, says that if `x` is `Monotone`, meaning weakly increasing, then the jackknife variance of its leave-one-out medians equals $(2k+1)(b-a)^2/4$. Here $2k+1$ is $n-1$. Strictly increasing data are a special case, and ties are allowed.

```lean
import Mathlib

open Finset

namespace JackknifeMedian

noncomputable section

/-- The median of a sample of odd size `2k+1`: the middle entry after sorting. -/
def oddMedian {k : ℕ} (y : Fin (2 * k + 1) → ℝ) : ℝ :=
  y (Tuple.sort y ⟨k, by omega⟩)

/-- The median of the sample of size `2k+2` after observation `i` has been deleted. -/
def looMedian {k : ℕ} (x : Fin (2 * k + 1 + 1) → ℝ) (i : Fin (2 * k + 1 + 1)) : ℝ :=
  oddMedian (k := k) (fun j => x (i.succAbove j))

/-- The entry at the lower of the two middle positions of a sample of size `2k+2`. -/
def lowerMiddle {k : ℕ} (x : Fin (2 * k + 1 + 1) → ℝ) : ℝ := x ⟨k, by omega⟩

/-- The entry at the upper of the two middle positions of a sample of size `2k+2`. -/
def upperMiddle {k : ℕ} (x : Fin (2 * k + 1 + 1) → ℝ) : ℝ := x ⟨k + 1, by omega⟩

/-- The average of `n` jackknife replicates. -/
def replicateMean {n : ℕ} (θ : Fin n → ℝ) : ℝ := (∑ i, θ i) / n

/-- The jackknife variance estimate: `(n-1)/n` times the sum of squared deviations of the
replicates from their average. -/
def jackknifeVariance {n : ℕ} (θ : Fin n → ℝ) : ℝ :=
  ((n : ℝ) - 1) / n * ∑ i, (θ i - replicateMean θ) ^ 2

/-- The median of an ordered sample of odd size is its central entry. -/
theorem oddMedian_of_monotone {k : ℕ} {y : Fin (2 * k + 1) → ℝ} (hy : Monotone y) :
    oddMedian y = y ⟨k, by omega⟩ := by
  have h : Tuple.sort y = Equiv.refl _ := Tuple.sort_eq_refl_iff_monotone.mpr hy
  exact congrArg (fun σ : Equiv.Perm (Fin (2 * k + 1)) => y (σ ⟨k, by omega⟩)) h

/-- In an ordered sample, deleting an observation above the lower middle position leaves the lower
middle value as median; any other deletion leaves the upper middle value. -/
theorem looMedian_eq {k : ℕ} {x : Fin (2 * k + 1 + 1) → ℝ} (hx : Monotone x)
    (i : Fin (2 * k + 1 + 1)) :
    looMedian x i = if k < i.val then lowerMiddle x else upperMiddle x := by
  -- the reduced sample is still ordered
  have hmono : Monotone (fun j => x (i.succAbove j)) :=
    hx.comp (Fin.strictMono_succAbove i).monotone
  have hmed : looMedian x i = x (i.succAbove ⟨k, by omega⟩) := oddMedian_of_monotone hmono
  rw [hmed]
  split_ifs with h
  · unfold lowerMiddle
    refine congrArg x ?_
    have h' : Fin.castSucc (⟨k, by omega⟩ : Fin (2 * k + 1)) < i := Fin.lt_def.mpr h
    exact (Fin.succAbove_of_castSucc_lt i _ h').trans rfl
  · unfold upperMiddle
    refine congrArg x ?_
    have hle : i.val ≤ k := not_lt.mp h
    have h' : i ≤ Fin.castSucc (⟨k, by omega⟩ : Fin (2 * k + 1)) := Fin.le_def.mpr hle
    exact (Fin.succAbove_of_le_castSucc i _ h').trans rfl

/-- For an ordered sample, a sum of any function over the leave-one-out medians counts each of the
two middle values `k+1` times. -/
theorem sum_looMedian {k : ℕ} {x : Fin (2 * k + 1 + 1) → ℝ} (hx : Monotone x) (g : ℝ → ℝ) :
    ∑ i, g (looMedian x i) = ((k : ℝ) + 1) * (g (lowerMiddle x) + g (upperMiddle x)) := by
  obtain ⟨F, hF⟩ : ∃ F : ℕ → ℝ, ∀ j, F j =
      if k < j then g (lowerMiddle x) else g (upperMiddle x) := ⟨_, fun _ => rfl⟩
  have h : ∀ i, g (looMedian x i) = F i.val := by
    intro i
    rw [looMedian_eq hx, hF]
    exact apply_ite g _ _ _
  -- split the deletions into the lower and the upper half of the sample
  have hlow : ∑ j ∈ range (k + 1), F j = ∑ _j ∈ range (k + 1), g (upperMiddle x) := by
    refine Finset.sum_congr rfl fun j hj => ?_
    have hj' := Finset.mem_range.mp hj
    rw [hF, if_neg (by omega)]
  have hup : ∑ j ∈ range (k + 1), F (k + 1 + j) = ∑ _j ∈ range (k + 1), g (lowerMiddle x) := by
    refine Finset.sum_congr rfl fun j _ => ?_
    rw [hF, if_pos (by omega)]
  calc ∑ i, g (looMedian x i) = ∑ i : Fin (2 * k + 1 + 1), F i.val :=
        Finset.sum_congr rfl fun i _ => h i
    _ = ∑ j ∈ range (2 * k + 1 + 1), F j := Fin.sum_univ_eq_sum_range F _
    _ = ∑ j ∈ range (k + 1), F j + ∑ j ∈ range (k + 1), F (k + 1 + j) := by
        rw [show 2 * k + 1 + 1 = (k + 1) + (k + 1) by omega, Finset.sum_range_add]
    _ = ((k : ℝ) + 1) * (g (lowerMiddle x) + g (upperMiddle x)) := by
        rw [hlow, hup]
        simp only [Finset.sum_const, Finset.card_range, nsmul_eq_mul]
        push_cast
        ring

/-- For an ordered sample of even size, the leave-one-out medians average to the midpoint of the two
middle observations. -/
theorem replicateMean_looMedian {k : ℕ} {x : Fin (2 * k + 1 + 1) → ℝ} (hx : Monotone x) :
    replicateMean (looMedian x) = (lowerMiddle x + upperMiddle x) / 2 := by
  have hs : ∑ i, looMedian x i = ((k : ℝ) + 1) * (lowerMiddle x + upperMiddle x) :=
    sum_looMedian hx (fun t => t)
  have hn : ((2 * k + 1 + 1 : ℕ) : ℝ) = 2 * ((k : ℝ) + 1) := by push_cast; ring
  unfold replicateMean
  rw [hs, hn, div_eq_div_iff (by positivity) (by norm_num)]
  ring

/-- For an ordered sample of even size `n = 2k+2`, the jackknife variance of the median is
`n-1 = 2k+1` times the squared gap between the two middle observations, divided by four. -/
theorem jackknifeVariance_median {k : ℕ} {x : Fin (2 * k + 1 + 1) → ℝ} (hx : Monotone x) :
    jackknifeVariance (looMedian x) =
      (2 * (k : ℝ) + 1) * (upperMiddle x - lowerMiddle x) ^ 2 / 4 := by
  have hs := sum_looMedian hx (fun t => (t - (lowerMiddle x + upperMiddle x) / 2) ^ 2)
  have hn : ((2 * k + 1 + 1 : ℕ) : ℝ) = 2 * ((k : ℝ) + 1) := by push_cast; ring
  unfold jackknifeVariance
  -- every replicate deviates from the midpoint by half the central gap
  rw [replicateMean_looMedian hx, hs, hn, div_mul_eq_mul_div,
    div_eq_div_iff (by positivity) (by norm_num)]
  ring

/-- Two ordered samples of the same even size that share their two middle observations have
the same jackknife variance of the median, whatever their other entries. -/
theorem jackknifeVariance_ignores_rest {k : ℕ} {x y : Fin (2 * k + 1 + 1) → ℝ}
    (hx : Monotone x) (hy : Monotone y) (hl : lowerMiddle x = lowerMiddle y)
    (hu : upperMiddle x = upperMiddle y) :
    jackknifeVariance (looMedian x) = jackknifeVariance (looMedian y) := by
  rw [jackknifeVariance_median hx, jackknifeVariance_median hy, hl, hu]

/-- For an ordered sample of even size, the jackknife variance of the median vanishes exactly when
the two middle observations coincide. -/
theorem jackknifeVariance_eq_zero_iff {k : ℕ} {x : Fin (2 * k + 1 + 1) → ℝ}
    (hx : Monotone x) :
    jackknifeVariance (looMedian x) = 0 ↔ lowerMiddle x = upperMiddle x := by
  rw [jackknifeVariance_median hx]
  constructor
  · intro h
    have hk : (2 * (k : ℝ) + 1) ≠ 0 := by positivity
    have h0 : (2 * (k : ℝ) + 1) * (upperMiddle x - lowerMiddle x) ^ 2 = 0 := by linarith
    have h1 := (mul_eq_zero.mp h0).resolve_left hk
    have h2 := (pow_eq_zero_iff two_ne_zero).mp h1
    linarith
  · intro h
    rw [h]
    ring

/-- For `n = 2k+2` equally spaced observations with spacing `h`, the jackknife variance of the
median is `(n-1) h² / 4`. -/
theorem jackknifeVariance_grid (k : ℕ) (c h : ℝ) (hh : 0 ≤ h) :
    jackknifeVariance (looMedian (k := k) (fun i => c + h * (i.val : ℝ))) =
      (2 * (k : ℝ) + 1) * h ^ 2 / 4 := by
  have hx : Monotone (fun i : Fin (2 * k + 1 + 1) => c + h * (i.val : ℝ)) := by
    intro i j hij
    have hv : (i.val : ℝ) ≤ (j.val : ℝ) := Nat.cast_le.mpr (Fin.le_def.mp hij)
    have hm := mul_le_mul_of_nonneg_left hv hh
    show c + h * (i.val : ℝ) ≤ c + h * (j.val : ℝ)
    linarith
  rw [jackknifeVariance_median hx]
  unfold upperMiddle lowerMiddle
  push_cast
  ring

end

end JackknifeMedian
```

```lean
#print axioms JackknifeMedian.jackknifeVariance_median
#print axioms JackknifeMedian.jackknifeVariance_ignores_rest
#print axioms JackknifeMedian.jackknifeVariance_eq_zero_iff
#print axioms JackknifeMedian.jackknifeVariance_grid
```

```
'JackknifeMedian.jackknifeVariance_median' depends on axioms: [propext, Classical.choice, Quot.sound]
'JackknifeMedian.jackknifeVariance_ignores_rest' depends on axioms: [propext, Classical.choice, Quot.sound]
'JackknifeMedian.jackknifeVariance_eq_zero_iff' depends on axioms: [propext, Classical.choice, Quot.sound]
'JackknifeMedian.jackknifeVariance_grid' depends on axioms: [propext, Classical.choice, Quot.sound]
```

## How the Lean proof follows the count

`oddMedian_of_monotone` supplies the step "the median of an ordered sample is its central entry": for monotone data the sorting permutation is the identity.

`looMedian_eq` is the case distinction for $\theta_i$. It first shows that the reduced sample is still ordered, because the renumbering is increasing. The tactic `split_ifs` then separates $k<i$ from $i\le k$, and in each case a library lemma about `succAbove` says whether index $k$ stays at $k$ or moves to $k+1$.

`sum_looMedian` does the counting for an arbitrary function `g`. The sum over deletions is rewritten as a sum over the natural numbers below $2k+2$ and cut into two blocks of length $k+1$. The facts `hlow` and `hup` state that the summand is constant on each block, with value $g(b)$ on the first and $g(a)$ on the second.

This lemma is used twice, as in the derivation. `replicateMean_looMedian` takes the identity for `g` and obtains the midpoint. `jackknifeVariance_median` takes the squared deviation from that midpoint, clears the denominators and leaves the remaining polynomial identity to `ring`.

Three consequences follow:

- `jackknifeVariance_ignores_rest` compares two ordered samples of the same size with the same middle pair. Their jackknife variances are equal, whatever the other entries are.
- `jackknifeVariance_eq_zero_iff` states that the variance is zero exactly when $a=b$. The factor $2k+1$ is never zero, so the squared gap has to be.
- `jackknifeVariance_grid` evaluates the formula for the points $c+hi$ with $h\ge 0$, which gives $(n-1)h^2/4$.

## Sorted input, exact arithmetic and no probability model

The theorems hold for every ordered real sample of positive even size. They are algebraic statements about given numbers, so they apply equally to independent runs and to correlated entries of a time series, and they say nothing about whether the jackknife suits either.

The ordering hypothesis matters because $a$ and $b$ are read by position. Take the unsorted sample $(0,3,1,2)$, for which $k=1$. The entries at positions 1 and 2 are 3 and 1, and the formula would give $3\cdot(1-3)^2/4 = 3$. The leave-one-out medians are actually $2,1,2,1$, with average $3/2$ and squared deviations summing to 1, so the jackknife variance is $3/4$. A code that uses the closed form must therefore pick $a$ and $b$ by rank, for instance by sorting first. Sorting is harmless to the jackknife itself: it only permutes the replicates, which changes neither their average nor the sum of squared deviations.

Odd sample sizes are not covered. Deleting one observation then leaves an even number, whose median needs a convention. With the common choice, the midpoint of the middle pair, the replicates can take three different values instead of two.

The arithmetic is that of the real numbers. A floating-point implementation should be compared with the formula within a tolerance, especially when $a$ and $b$ are large and close together.

The failure of the jackknife for the median usually means a statistical statement: for independent draws from a smooth density, the estimate divided by the true sampling variance does not settle at one as $n$ grows. That claim needs a probability distribution and a limit, and the Lean code contains neither. What the code proves is the finite-sample identity behind the trouble: at every even sample size the estimate rests on a single gap between neighbouring observations, not on an average over many gaps.
